# Operators acting on different sites of a finite spin system commute

The system has `N` sites, each of spin `n/2` with `n + 1` levels, and its operators are complex matrices in the basis of level configurations. The lemma `site_comm` says that if `M` is placed on site `a` and `K` on a different site `b`, with the identity on all other sites, the two resulting operators commute. `M` and `K` are arbitrary one-site matrices and need not be Hermitian or commute with each other. The attempt writes both operators as tensor products, multiplies them site by site, and then tries to exchange the factors with the library lemma `Pi.mulSingle_commute`.

The failing Lean file:

```lean
import Mathlib

open Matrix
open scoped ComplexOrder

namespace SiteComm

noncomputable section

/-- Operators on one site of spin `n/2`, with levels `j = 0, …, n`. -/
abbrev SiteOp (n : ℕ) := Matrix (Fin (n + 1)) (Fin (n + 1)) ℂ

/-- Operators on `N` sites of spin `n/2`, in the basis of level configurations. -/
abbrev ManyOp (N n : ℕ) := Matrix (Fin N → Fin (n + 1)) (Fin N → Fin (n + 1)) ℂ

variable {N n : ℕ}

/-- The tensor product of one operator per site. -/
def tensorOp (M : Fin N → SiteOp n) : ManyOp N n :=
  Matrix.of fun σ τ => ∏ c, M c (σ c) (τ c)

/-- Tensor products of operators multiply site by site. -/
theorem tensorOp_mul (M K : Fin N → SiteOp n) :
    tensorOp M * tensorOp K = tensorOp (M * K) := by
  ext σ τ
  simp only [tensorOp, Matrix.mul_apply, Matrix.of_apply, Pi.mul_apply,
    ← Finset.prod_mul_distrib]
  rw [Finset.prod_univ_sum, Fintype.piFinset_univ]

/-- The tensor product of identities is the identity. -/
theorem tensorOp_one : tensorOp (1 : Fin N → SiteOp n) = 1 := by
  ext σ τ
  by_cases h : σ = τ
  · subst h
    simp [tensorOp]
  · obtain ⟨c, hc⟩ := Function.ne_iff.1 h
    rw [Matrix.one_apply_ne h]
    exact Finset.prod_eq_zero (Finset.mem_univ c) (Matrix.one_apply_ne hc)

/-- Matrix elements of an operator that acts on site `a` only. -/
theorem tensorOp_single (a : Fin N) (M : SiteOp n) (σ τ : Fin N → Fin (n + 1)) :
    tensorOp (Pi.mulSingle a M) σ τ =
      M (σ a) (τ a) * ∏ c ∈ Finset.univ.erase a, (1 : SiteOp n) (σ c) (τ c) := by
  simp only [tensorOp, Matrix.of_apply]
  rw [← Finset.mul_prod_erase Finset.univ _ (Finset.mem_univ a), Pi.mulSingle_eq_same]
  congr 1
  refine Finset.prod_congr rfl fun c hc => ?_
  rw [Pi.mulSingle_eq_of_ne (Finset.ne_of_mem_erase hc)]

/-- A one-site operator placed on site `a`, with the identity on all other sites. -/
def site (a : Fin N) : SiteOp n →⋆ₐ[ℂ] ManyOp N n where
  toFun M := tensorOp (Pi.mulSingle a M)
  map_one' := by rw [Pi.mulSingle_one, tensorOp_one]
  map_mul' M K := by rw [tensorOp_mul, Pi.mulSingle_mul]
  map_zero' := by
    ext σ τ
    simp [tensorOp_single]
  map_add' M K := by
    ext σ τ
    simp [tensorOp_single, add_mul]
  commutes' r := by
    have h : tensorOp (Pi.mulSingle a (1 : SiteOp n)) = (1 : ManyOp N n) := by
      rw [Pi.mulSingle_one, tensorOp_one]
    change tensorOp (Pi.mulSingle a (algebraMap ℂ (SiteOp n) r)) = _
    rw [Algebra.algebraMap_eq_smul_one, Algebra.algebraMap_eq_smul_one, ← h]
    ext σ τ
    simp only [Matrix.smul_apply, tensorOp_single, smul_eq_mul, mul_assoc]
  map_star' M := by

    ext σ τ
    rw [Matrix.star_apply, tensorOp_single, tensorOp_single, star_mul', star_prod,
      Matrix.star_apply]
    congr 1
    refine Finset.prod_congr rfl fun c _ => ?_
    rw [← Matrix.star_apply, star_one]

/-- Operators on different sites commute. -/
theorem site_comm {a b : Fin N} (hab : a ≠ b) (M K : SiteOp n) :
    site a M * site b K = site b K * site a M := by
  change tensorOp (Pi.mulSingle a M) * tensorOp (Pi.mulSingle b K) =
    tensorOp (Pi.mulSingle b K) * tensorOp (Pi.mulSingle a M)
  rw [tensorOp_mul, tensorOp_mul, (Pi.mulSingle_commute hab M K).eq]

end

end SiteComm
```

Compiling this gives:

```
Main.lean:82:34: error: Tactic `rewrite` failed: Did not find an occurrence of the pattern
  Pi.mulSingle a ?m.74 * Pi.mulSingle b ?m.75
in the target expression
  tensorOp (Pi.mulSingle a M * Pi.mulSingle b K) = tensorOp (Pi.mulSingle b K * Pi.mulSingle a M)

N n : ℕ
a b : Fin N
hab : a ≠ b
M K : SiteOp n
⊢ tensorOp (Pi.mulSingle a M * Pi.mulSingle b K) = tensorOp (Pi.mulSingle b K * Pi.mulSingle a M)
```

What went wrong. The error comes at the third rewrite; both uses of `tensorOp_mul` have succeeded. `Pi.mulSingle_commute` is stated for a family of types `f`, one for each index, and expects `M` in `f a` and `K` in `f b`. Here every `f c` should be `SiteOp n`, but Lean does not infer the whole family from its value at the fixed sites `a` and `b`. It therefore postpones fitting `M` and `K` to their expected types and leaves the placeholders `?m.74` and `?m.75` in their places. These stand for unfinished elaboration, and the rewrite may not fill them by matching. So the pattern fails to match the product in the goal, although the two look alike.

The repair does without `Pi.mulSingle_commute`. `congrArg` and `funext` reduce the goal to an equality at each site `c`, and `Pi.mul_apply` turns it into one between products of one-site matrices. If `c = a`, the factor from `K` is the identity, because `a ≠ b`; otherwise the factor from `M` is. `Pi.mulSingle_eq_of_ne` puts in that identity. It is given only the inequality of sites, so the matrix and the type family are read off from the goal by ordinary matching. `mul_one` and `one_mul` then remove the identity from both sides, which leaves them equal.

The mended proof, as a diff:

```diff
@@ -80,5 +80,10 @@
   change tensorOp (Pi.mulSingle a M) * tensorOp (Pi.mulSingle b K) =
     tensorOp (Pi.mulSingle b K) * tensorOp (Pi.mulSingle a M)
-  rw [tensorOp_mul, tensorOp_mul, (Pi.mulSingle_commute hab M K).eq]
+  rw [tensorOp_mul, tensorOp_mul]
+  refine congrArg tensorOp (funext fun c => ?_)
+  simp only [Pi.mul_apply]
+  by_cases h : c = a
+  · rw [h, Pi.mulSingle_eq_of_ne hab, mul_one, one_mul]
+  · rw [Pi.mulSingle_eq_of_ne h, mul_one, one_mul]
 
 end
```
